# A qubit's Lindblad generator with decay and excitation acts separately on populations and coherences

The theorem `generator_apply` computes the Lindblad generator of a single qubit with Hamiltonian (w/2)σ_z, in units where ħ = 1, with decay at rate a and excitation at rate b. The diagonal entries of the result are −aρ₀₀ + bρ₁₁ and its negative, where index 0 is the excited state, while the off-diagonal entries ρ₀₁ and ρ₁₀ are multiplied by −(a+b)/2 − iw and −(a+b)/2 + iw. The identity holds for every complex 2×2 matrix ρ, which need not be a density matrix, and for all real w, a and b, with no condition on their signs. The proof compares the two sides entry by entry, unfolding all the definitions with one call to `simp` and leaving the remaining algebra to `ring`.

The first attempt, which Lean rejects:

```lean
import Mathlib

open Matrix Complex Filter Topology

namespace QubitThermalGenerator

noncomputable section

/-- Complex 2×2 matrices; the first basis vector is the excited state. -/
abbrev Op := Matrix (Fin 2) (Fin 2) ℂ

/-- The Pauli matrix `σ_z`. -/
def sigmaZ : Op := !![1, 0; 0, -1]

/-- The raising operator, from the ground to the excited state. -/
def raising : Op := !![0, 1; 0, 0]

/-- The lowering operator, from the excited to the ground state. -/
def lowering : Op := !![0, 0; 1, 0]

/-- The qubit Hamiltonian `(w/2) σ_z`. -/
def hamiltonian (w : ℝ) : Op := ((w : ℂ) / 2) • sigmaZ

/-- The Lindblad dissipator `J ρ J† - (J†J ρ + ρ J†J)/2` of a jump operator `J`. -/
def dissipator (J ρ : Op) : Op :=
  J * ρ * Jᴴ - (1 / 2 : ℂ) • (Jᴴ * J * ρ + ρ * (Jᴴ * J))

/-- The Lindblad generator with decay rate `a` and excitation rate `b`. -/
def generator (w a b : ℝ) : Op →ₗ[ℂ] Op where
  toFun ρ := (-I) • (hamiltonian w * ρ - ρ * hamiltonian w)
    + (a : ℂ) • dissipator lowering ρ + (b : ℂ) • dissipator raising ρ
  map_add' x y := by
    simp only [dissipator, mul_add, add_mul]
    module
  map_smul' c x := by
    simp only [dissipator, Matrix.mul_smul, Matrix.smul_mul, RingHom.id_apply]
    module

/-- The generator in components: populations obey a rate equation, and each coherence is
multiplied by a complex number. -/
theorem generator_apply (w a b : ℝ) (ρ : Op) : generator w a b ρ =
    !![-(a : ℂ) * ρ 0 0 + b * ρ 1 1, (-((a : ℂ) + b) / 2 - I * w) * ρ 0 1;
       (-((a : ℂ) + b) / 2 + I * w) * ρ 1 0, (a : ℂ) * ρ 0 0 - b * ρ 1 1] := by
  ext i j
  fin_cases i <;> fin_cases j <;>
    simp [generator, dissipator, hamiltonian, sigmaZ, raising, lowering, Matrix.mul_apply,
      Fin.sum_univ_two, -mul_eq_mul_left_iff, -mul_eq_mul_right_iff, -mul_eq_zero] <;> ring

end

end QubitThermalGenerator
```

Messages:

```
Try this:
  [apply] ring_nf
  
  The `ring` tactic failed to close the goal. Use `ring_nf` to obtain a normal form.
    
  Note that `ring` works primarily in *commutative* rings. If you have a noncommutative ring, abelian group or module, consider using `noncomm_ring`, `abel` or `module` instead.
Try this:
  [apply] ring_nf
  
  The `ring` tactic failed to close the goal. Use `ring_nf` to obtain a normal form.
    
  Note that `ring` works primarily in *commutative* rings. If you have a noncommutative ring, abelian group or module, consider using `noncomm_ring`, `abel` or `module` instead.
Try this:
  [apply] ring_nf
  
  The `ring` tactic failed to close the goal. Use `ring_nf` to obtain a normal form.
    
  Note that `ring` works primarily in *commutative* rings. If you have a noncommutative ring, abelian group or module, consider using `noncomm_ring`, `abel` or `module` instead.
Try this:
  [apply] ring_nf
  
  The `ring` tactic failed to close the goal. Use `ring_nf` to obtain a normal form.
    
  Note that `ring` works primarily in *commutative* rings. If you have a noncommutative ring, abelian group or module, consider using `noncomm_ring`, `abel` or `module` instead.
Main.lean:43:77: error: unsolved goals
case «0».«0»
w a b : ℝ
ρ : Op
⊢ I * ↑w * ρ 0 0 * (1 / 2) - I * (![↑w * (1 / 2), 0] ᵥ* ρ) 0 - ρ 0 0 * ↑a + ↑a * (![0, 0] ᵥ* (ρ * !![0, 0; 1, 0]ᴴ)) 0 +
      ↑b * (![0, 1] ᵥ* (ρ * !![0, 1; 0, 0]ᴴ)) 0 =
    -(ρ 0 0 * ↑a) + ↑b * ρ 1 1

case «0».«1»
w a b : ℝ
ρ : Op
⊢ I * ↑w * ρ 0 1 * (-1 / 2) - I * (![↑w * (1 / 2), 0] ᵥ* ρ) 1 + ρ 0 1 * ↑a * (-1 / 2) + ρ 0 1 * ↑b * (-1 / 2) +
        ↑a * (![0, 0] ᵥ* (ρ * !![0, 0; 1, 0]ᴴ)) 1 +
      ↑b * (![0, 1] ᵥ* (ρ * !![0, 1; 0, 0]ᴴ)) 1 =
    -(I * ↑w * ρ 0 1) + ρ 0 1 * ↑a * (-1 / 2) + ρ 0 1 * ↑b * (-1 / 2)

case «1».«0»
w a b : ℝ
ρ : Op
⊢ I * ↑w * ρ 1 0 * (1 / 2) - I * (![0, ↑w * (-1 / 2)] ᵥ* ρ) 0 + ρ 1 0 * ↑a * (-1 / 2) + ρ 1 0 * ↑b * (-1 / 2) +
        ↑a * (![1, 0] ᵥ* (ρ * !![0, 0; 1, 0]ᴴ)) 0 +
      ↑b * (![0, 0] ᵥ* (ρ * !![0, 1; 0, 0]ᴴ)) 0 =
    I * ↑w * ρ 1 0 + ρ 1 0 * ↑a * (-1 / 2) + ρ 1 0 * ↑b * (-1 / 2)

case «1».«1»
w a b : ℝ
ρ : Op
⊢ I * ↑w * ρ 1 1 * (-1 / 2) - I * (![0, ↑w * (-1 / 2)] ᵥ* ρ) 1 - ρ 1 1 * ↑b +
        ↑a * (![1, 0] ᵥ* (ρ * !![0, 0; 1, 0]ᴴ)) 1 +
      ↑b * (![0, 0] ᵥ* (ρ * !![0, 1; 0, 0]ᴴ)) 1 =
    -(ρ 1 1 * ↑b) + ↑a * ρ 0 0
```

What went wrong. In all four entries `ring` fails to close the goal, and the goals printed under the error are what it leaves. They still contain terms such as `(![↑w * (1 / 2), 0] ᵥ* ρ) 0`, a row vector times a matrix. This one equals wρ₀₀/2, but `ring` does not evaluate such products and treats them as unknown quantities, so the terms that should cancel do not.

These terms arise because `simp` inserts the explicit matrices while the products are still unexpanded. Its rules for explicit matrices then rewrite a product row by row with `ᵥ*`, a form that `Matrix.mul_apply` does not match.

The repair first runs a `simp only` that leaves `sigmaZ`, `raising` and `lowering` folded. With no explicit matrix in the products, `Matrix.mul_apply` and `Fin.sum_univ_two` expand them into sums of entries, and `Matrix.conjTranspose_apply` does the same for the adjoints. The second `simp` then only has to fill in numerical entries, and `ring` can finish. Dropping the lemmas already used from that second call is mere tidying.

Lean accepts the file once it reads:

```diff
@@ -43,7 +43,11 @@
        (-((a : ℂ) + b) / 2 + I * w) * ρ 1 0, (a : ℂ) * ρ 0 0 - b * ρ 1 1] := by
   ext i j
+  -- expand all products into sums over entries before inserting the explicit matrices
+  simp only [generator, LinearMap.coe_mk, AddHom.coe_mk, dissipator, hamiltonian,
+    Matrix.add_apply, Matrix.sub_apply, Matrix.smul_apply, Matrix.mul_apply,
+    Matrix.conjTranspose_apply, Fin.sum_univ_two]
   fin_cases i <;> fin_cases j <;>
-    simp [generator, dissipator, hamiltonian, sigmaZ, raising, lowering, Matrix.mul_apply,
-      Fin.sum_univ_two, -mul_eq_mul_left_iff, -mul_eq_mul_right_iff, -mul_eq_zero] <;> ring
+    simp [sigmaZ, raising, lowering, -mul_eq_mul_left_iff, -mul_eq_mul_right_iff,
+      -mul_eq_zero] <;> ring
 
 end
```
